# Triangular recombination of n real vectors whose coefficient matrix has non-zero leading principal minors

Let the columns of a real n × n matrix V hold the coefficients of n vectors in a finite, ordered basis, with no orthogonality or normalisation assumed. If every leading principal minor of V is non-zero, the lemma gives an upper triangular N for which VN is lower triangular with ones on its diagonal. In physical terms, each vector can be replaced by a combination of itself and the earlier ones, so that the j-th new vector has coefficient 1 on the j-th basis state and 0 on all earlier states. The attempt builds column j of N from the last column of the inverse of the j-th leading block of V, filled out with zeros, and then checks the entries of the product.

Lean 4 with Mathlib refuses this proof:

```lean
import Mathlib

open Matrix Filter Topology

namespace UnshiftedQR

variable {n : ℕ}

/-- The leading principal block of `V` on the indices up to and including `j`. -/
def leadingBlock (V : Matrix (Fin n) (Fin n) ℝ) (j : Fin n) :
    Matrix {i : Fin n // i ≤ j} {i : Fin n // i ≤ j} ℝ :=
  V.submatrix Subtype.val Subtype.val

private lemma sum_extend (j : Fin n) (f : Fin n → ℝ) (v : {i : Fin n // i ≤ j} → ℝ) :
    ∑ i, f i * (if h : i ≤ j then v ⟨i, h⟩ else 0) = ∑ i : {i : Fin n // i ≤ j}, f i * v i := by
  refine (Fintype.sum_subtype_add_sum_subtype (fun i => i ≤ j) _).symm.trans ?_
  refine (congrArg₂ (· + ·) (Finset.sum_congr rfl fun i _ => ?_)
    (Finset.sum_eq_zero fun i _ => ?_)).trans (add_zero _)
  · simp only [dif_pos i.2]
  · simp only [dif_neg i.2, mul_zero]

/-- If all leading principal minors of `V` are nonzero, an upper triangular `N` makes `V * N`
lower triangular with unit diagonal. -/
theorem exists_triangular (V : Matrix (Fin n) (Fin n) ℝ) (hV : ∀ j, (leadingBlock V j).det ≠ 0) :
    ∃ N : Matrix (Fin n) (Fin n) ℝ, N.BlockTriangular id ∧
      ∀ i j, i ≤ j → (V * N) i j = if i = j then 1 else 0 := by
  -- column j of N solves a linear system with the j-th leading block
  refine ⟨fun i j => if h : i ≤ j then (leadingBlock V j)⁻¹ ⟨i, h⟩ ⟨j, le_rfl⟩ else 0,
    fun i j hij => dif_neg (not_le_of_gt hij), fun i j hij => ?_⟩
  rw [Matrix.mul_apply]
  refine (sum_extend j (V i) (fun l => (leadingBlock V j)⁻¹ l ⟨j, le_rfl⟩)).trans ?_
  have h := congrFun (congrFun (Matrix.mul_nonsing_inv (leadingBlock V j)
    (isUnit_iff_ne_zero.2 (hV j))) ⟨i, hij⟩) ⟨j, le_rfl⟩
  rw [Matrix.mul_apply, Matrix.one_apply] at h
  refine Eq.trans ?_ (h.trans ?_)
  · rfl
  · simp

end UnshiftedQR
```

Lean reports:

```
Main.lean:30:6: error: Tactic `rewrite` failed: Did not find an occurrence of the pattern
  (?m.88 * ?m.89) ?m.90 ?m.91
in the target expression
  (V * fun i j => if h : i ≤ j then (leadingBlock V j)⁻¹ ⟨i, h⟩ ⟨j, ⋯⟩ else 0) i j = if i = j then 1 else 0

n : ℕ
V : Matrix (Fin n) (Fin n) ℝ
hV : ∀ (j : Fin n), (leadingBlock V j).det ≠ 0
i j : Fin n
hij : i ≤ j
⊢ (V * fun i j => if h : i ≤ j then (leadingBlock V j)⁻¹ ⟨i, h⟩ ⟨j, ⋯⟩ else 0) i j = if i = j then 1 else 0

Note: The target expression is not type-correct under the `implicit` transparency level, which may have triggered the failure. This is usually caused by unfolding of semireducible definitions in prior tactic steps. Use `set_option linter.tacticCheckInstances true` to investigate the source of the issue.
Full error:
  function expected
    (leadingBlock V j)⁻¹ ⟨i, h⟩
```

What went wrong. The error says that `rw [Matrix.mul_apply]` found no entry of a matrix product in the goal, though the goal visibly contains one. The trouble is the right-hand factor, which was given as a bare `fun i j => …`. Lean accepted it as a matrix because `Matrix` unfolds to a function type, but `rw` matches without unfolding that definition, and so a plain function doesn't fit where the lemma wants a `Matrix`. The note in the message points the same way: the goal is not type-correct unless such definitions are unfolded. The expression it quotes, an inverse block applied to an index, is still there in the repaired file, so that expression alone did not stop the rewrite.

The repair wraps the function in `Matrix.of`, which gives it the type `Matrix` explicitly, and the rewrite then goes through. In the proof that N is upper triangular, `simp only [Matrix.of_apply]` removes the wrapper from the entry, so that `dif_neg` can be applied to the `if` as before.

Lean accepts the file once it reads:

```diff
@@ -26,6 +26,7 @@
       ∀ i j, i ≤ j → (V * N) i j = if i = j then 1 else 0 := by
   -- column j of N solves a linear system with the j-th leading block
-  refine ⟨fun i j => if h : i ≤ j then (leadingBlock V j)⁻¹ ⟨i, h⟩ ⟨j, le_rfl⟩ else 0,
-    fun i j hij => dif_neg (not_le_of_gt hij), fun i j hij => ?_⟩
+  refine ⟨Matrix.of fun i j => if h : i ≤ j then (leadingBlock V j)⁻¹ ⟨i, h⟩ ⟨j, le_rfl⟩ else 0,
+    fun i j hij => by simp only [Matrix.of_apply]; exact dif_neg (not_le_of_gt hij),
+    fun i j hij => ?_⟩
   rw [Matrix.mul_apply]
   refine (sum_extend j (V i) (fun l => (leadingBlock V j)⁻¹ l ⟨j, le_rfl⟩)).trans ?_
```
